# The averaged Rashba double commutator is twice as large for out-of-plane spin as for in-plane spin, for three or more equally spaced directions

## A field that changes direction at every collision

Electrons in a two-dimensional gas can lose their spin polarisation through precession about a spin-orbit field that changes with every collision, and we model the average over these fields as a finite one, over N equally spaced directions of motion. With N ≥ 3, a pure Rashba field and collisions so frequent that the spin turns only slightly between them, the out-of-plane spin component has twice the relaxation rate of the in-plane components.

Take a quantum well grown along the [001] direction of a zinc-blende crystal, with x and y along the two cubic axes in the plane. Let t be the angle of the electron's momentum, measured from the x axis. To first order in the momentum, the spin-orbit Hamiltonian is

h(t) = (a sin t + b cos t) σx − (a cos t + b sin t) σy.

The real number a is the Rashba strength, which comes from the asymmetry of the confining potential. The real number b is the linear Dresselhaus strength, which comes from the missing inversion centre of the crystal. Both are energies at a fixed magnitude of the momentum, so a is the usual Rashba parameter multiplied by the wavenumber.

If collisions are so frequent that the spin turns only slightly between them, second-order perturbation theory gives the Dyakonov-Perel equation for the spin density matrix ρ:

dρ/dt′ = −(τ/ħ²) ⟨[h, [h, ρ]]⟩.

Here t′ is time, τ is the correlation time of the field, and the brackets ⟨ ⟩ denote the average over directions. This equation is the step from the model to a real sample, and it is taken as given. What is proved concerns the averaged double commutator on its right-hand side. An eigenvalue λ of that map corresponds to a relaxation rate λτ/ħ².

## The averaged map and its eigenvalues

The directions are t_n = 2πn/N with n = 0, …, N − 1. Write R(X) for the average of [h(t_n), [h(t_n), X]] over n. For N ≥ 3,

R(x σx + y σy + z σz) = (2(a² + b²)x + 4ab y) σx + (2(a² + b²)y + 4ab x) σy + 4(a² + b²)z σz.

This is `relaxation_spin`. Two special cases follow.

- In `rashba_rates`, b = 0, and R multiplies σz by 4a² and both σx and σy by 2a².
- In `rashba_dresselhaus_rates`, R multiplies σx + σy by 2(a + b)² and σx − σy by 2(a − b)². For a = b the second combination does not relax in this model.

The Lean objects correspond to the physics as follows.

- `spin x y z` is the matrix x σx + y σy + z σz. It carries no factor 1/2, unlike the physical spin operator in units of ħ. The coefficients may be complex; for a physical polarisation they are real.
- `comm` is the commutator, and `field a b t` is h(t).
- `angle N n` is t_n, and `range N` runs over n = 0, …, N − 1.
- `relaxation N a b X` is R(X), without the minus sign and without the factor τ/ħ².

The model describes non-interacting electrons at one kinetic energy, with a field linear in the momentum. Thermal averaging and the cubic Dresselhaus term are left out.

## The double commutator for one direction

Let h also denote the vector (p, q, r) of the field and let v = (x, y, z). The product rule for Pauli matrices is

(h·σ)(v·σ) = h·v + i (h × v)·σ.

Exchanging the factors reverses the cross product, so

[h·σ, v·σ] = 2i (h × v)·σ.

Applying this twice gives the vector

(2i)² h × (h × v) = −4 (h (h·v) − |h|² v) = 4 (|h|² v − (h·v) h).

For the spin-orbit field, p = a sin t + b cos t, q = −(a cos t + b sin t) and r = 0. The three components of the double commutator are therefore

4(q² x − pq y),  4(p² y − pq x),  4(p² + q²) z.

The double-angle formulas give

p² = (a² + b²)/2 − ((a² − b²)/2) cos 2t + ab sin 2t,

q² = (a² + b²)/2 + ((a² − b²)/2) cos 2t + ab sin 2t,

−pq = ab + ((a² + b²)/2) sin 2t.

Inserting these, we find

x component: 2(a² + b²)x + 4ab y + 2(a² − b²)x cos 2t + (4ab x + 2(a² + b²)y) sin 2t,

y component: 2(a² + b²)y + 4ab x − 2(a² − b²)y cos 2t + (4ab y + 2(a² + b²)x) sin 2t,

z component: 4(a² + b²)z + 8ab z sin 2t.

## Averaging over the directions

Only the second harmonics depend on t. Put w = exp(4πi/N), so that exp(2i t_n) = wⁿ. Then

(1 − w)(1 + w + … + w^(N−1)) = 1 − w^N = 0.

For N ≥ 3 the number w is not 1, because N does not divide 2. The geometric sum therefore vanishes, and its real and imaginary parts say that cos 2t_n and sin 2t_n both sum to zero. What remains is the formula for R.

Setting b = 0 gives the Rashba values. For v = (1, ±1, 0), the x component is 2(a² + b²) ± 4ab = 2(a ± b)², and the y component is ±2(a² + b²) + 4ab = ±2(a ± b)², which gives the other two eigenvalues.

The factor of two has a simple geometric reading. Only the part of the field perpendicular to the spin makes it precess. Every Rashba field lies in the plane, so all of it acts on σz, while on average half of |h|² acts on σx or σy.

To compute the averaged map of this non-interacting, single-energy model, three equally spaced directions already suffice: averaging the same expression over the full circle also removes the second harmonics and gives the same R.

## Why two opposite directions are too few

One might check a set of directions by confirming that the fields average to zero. Two opposite directions pass this check, yet for a pure Rashba field with a ≠ 0 they give the wrong relaxation. The double commutator is quadratic in the field, so it is the second harmonics that must cancel.

For N = 2 the angles are 0 and π, and the Rashba fields are −a σy and +a σy. Both commute with σy, so R(σy) = 0 instead of 2a² σy. This is `two_directions`. It shows that for a ≠ 0 the condition N ≥ 3 in the Rashba result can't be weakened to N ≥ 2.

## The Lean file

```lean
import Mathlib

open Finset

namespace DyakonovPerel

noncomputable section

/-- The Pauli matrix `σx`. -/
def σx : Matrix (Fin 2) (Fin 2) ℂ := !![0, 1; 1, 0]

/-- The Pauli matrix `σy`. -/
def σy : Matrix (Fin 2) (Fin 2) ℂ := !![0, -Complex.I; Complex.I, 0]

/-- The Pauli matrix `σz`. -/
def σz : Matrix (Fin 2) (Fin 2) ℂ := !![1, 0; 0, -1]

/-- The spin operator `x σx + y σy + z σz`. -/
def spin (x y z : ℂ) : Matrix (Fin 2) (Fin 2) ℂ := x • σx + y • σy + z • σz

/-- The commutator `[A, B]`. -/
def comm (A B : Matrix (Fin 2) (Fin 2) ℂ) : Matrix (Fin 2) (Fin 2) ℂ := A * B - B * A

/-- The spin-orbit field for momentum direction `t`, with Rashba strength `a` and
Dresselhaus strength `b`. -/
def field (a b t : ℝ) : Matrix (Fin 2) (Fin 2) ℂ :=
  spin ((a * Real.sin t + b * Real.cos t : ℝ) : ℂ)
    ((-(a * Real.cos t + b * Real.sin t) : ℝ) : ℂ) 0

/-- The `n`-th of `N` equally spaced momentum directions, for `N ≥ 1`. -/
def angle (N n : ℕ) : ℝ := 2 * Real.pi * n / N

/-- The average of `[h, [h, X]]` over the spin-orbit fields `h` of `N` equally spaced
momentum directions, for `N ≥ 1`. -/
def relaxation (N : ℕ) (a b : ℝ) (X : Matrix (Fin 2) (Fin 2) ℂ) :
    Matrix (Fin 2) (Fin 2) ℂ :=
  (N : ℂ)⁻¹ • ∑ n ∈ range N, comm (field a b (angle N n)) (comm (field a b (angle N n)) X)

/-- The commutator of two spin operators is `2i` times the spin operator along the
cross product of their vectors. -/
theorem comm_spin (p q r x y z : ℂ) :
    comm (spin p q r) (spin x y z) =
      spin (2 * Complex.I * (q * z - r * y)) (2 * Complex.I * (r * x - p * z))
        (2 * Complex.I * (p * y - q * x)) := by
  have e : ∀ u v w : ℂ, spin u v w =
      !![w, u - Complex.I * v; u + Complex.I * v, -w] := by
    intro u v w
    ext i j
    fin_cases i <;> fin_cases j <;> simp [spin, σx, σy, σz] <;> ring
  simp only [comm, e, Matrix.mul_fin_two]
  ext i j
  fin_cases i <;> fin_cases j <;> simp
  · ring
  · linear_combination 2 * (r * x - p * z) * Complex.I_sq
  · linear_combination -2 * (r * x - p * z) * Complex.I_sq
  · ring

/-- For a field vector `h` and a spin vector `v`, the double commutator is the spin operator
along `4 (h·h) v - 4 (h·v) h`. -/
theorem double_comm_spin (p q r x y z : ℂ) :
    comm (spin p q r) (comm (spin p q r) (spin x y z)) =
      spin (4 * ((p ^ 2 + q ^ 2 + r ^ 2) * x - p * (p * x + q * y + r * z)))
        (4 * ((p ^ 2 + q ^ 2 + r ^ 2) * y - q * (p * x + q * y + r * z)))
        (4 * ((p ^ 2 + q ^ 2 + r ^ 2) * z - r * (p * x + q * y + r * z))) := by
  rw [comm_spin, comm_spin]
  congr 1
  · linear_combination 4 * (q * (p * y - q * x) - r * (r * x - p * z)) * Complex.I_sq
  · linear_combination 4 * (r * (q * z - r * y) - p * (p * y - q * x)) * Complex.I_sq
  · linear_combination 4 * (p * (r * x - p * z) - q * (q * z - r * y)) * Complex.I_sq

/-- For one momentum direction `t`, the double commutator is a part independent of `t` plus
terms proportional to `cos 2t` and `sin 2t`. -/
theorem double_comm_field (a b t : ℝ) (x y z : ℂ) :
    comm (field a b t) (comm (field a b t) (spin x y z)) =
      spin (2 * (a ^ 2 + b ^ 2) * x + 4 * a * b * y)
        (2 * (a ^ 2 + b ^ 2) * y + 4 * a * b * x) (4 * (a ^ 2 + b ^ 2) * z)
      + ((Real.cos (2 * t) : ℝ) : ℂ) •
        spin (2 * (a ^ 2 - b ^ 2) * x) (-2 * (a ^ 2 - b ^ 2) * y) 0
      + ((Real.sin (2 * t) : ℝ) : ℂ) •
        spin (4 * a * b * x + 2 * (a ^ 2 + b ^ 2) * y)
          (4 * a * b * y + 2 * (a ^ 2 + b ^ 2) * x) (8 * a * b * z) := by
  have lin : ∀ c s x y z x' y' z' x'' y'' z'' : ℂ,
      spin x y z + c • spin x' y' z' + s • spin x'' y'' z'' =
        spin (x + c * x' + s * x'') (y + c * y' + s * y'') (z + c * z' + s * z'') := by
    intros
    simp only [spin]
    module
  have h := Complex.sin_sq_add_cos_sq (t : ℂ)
  rw [field, double_comm_spin, lin, Real.cos_two_mul, Real.sin_two_mul]
  push_cast
  -- each component agrees up to a multiple of `sin² + cos² = 1`
  congr 1
  · linear_combination (4 * (b : ℂ) ^ 2 * x + 4 * a * b * y) * h
  · linear_combination (4 * (a : ℂ) ^ 2 * y + 4 * a * b * x) * h
  · linear_combination (4 * ((a : ℂ) ^ 2 + b ^ 2) * z) * h

/-- For at least three equally spaced directions, the second harmonics `cos 2t` and `sin 2t`
sum to zero. -/
theorem sum_second_harmonic {N : ℕ} (hN : 3 ≤ N) :
    ∑ n ∈ range N, Real.cos (2 * angle N n) = 0 ∧
      ∑ n ∈ range N, Real.sin (2 * angle N n) = 0 := by
  have hζ := Complex.isPrimitiveRoot_exp N (by omega)
  have h2 : Complex.exp (2 * Real.pi * Complex.I / N) ^ 2 ≠ 1 := by
    intro h
    have := Nat.le_of_dvd (by norm_num) (hζ.dvd_of_pow_eq_one 2 h)
    omega
  -- geometric sum of the square of a primitive root of unity
  have hg : ∑ n ∈ range N, (Complex.exp (2 * Real.pi * Complex.I / N) ^ 2) ^ n = 0 := by
    have h := mul_neg_geom_sum (Complex.exp (2 * Real.pi * Complex.I / N) ^ 2) N
    rw [← pow_mul, mul_comm 2 N, pow_mul, hζ.pow_eq_one, one_pow, sub_self] at h
    exact (mul_eq_zero.1 h).resolve_left (sub_ne_zero.2 h2.symm)
  have ht : ∀ n : ℕ, (Complex.exp (2 * Real.pi * Complex.I / N) ^ 2) ^ n =
      ((Real.cos (2 * angle N n) : ℝ) : ℂ) +
        ((Real.sin (2 * angle N n) : ℝ) : ℂ) * Complex.I := by
    intro n
    rw [← pow_mul, ← Complex.exp_nat_mul, Complex.ofReal_cos, Complex.ofReal_sin,
      ← Complex.exp_mul_I]
    congr 1
    unfold angle
    push_cast
    ring
  simp only [ht] at hg
  constructor
  · have h := congrArg Complex.re hg
    simpa only [Complex.re_sum, Complex.add_re, Complex.ofReal_re, Complex.re_ofReal_mul,
      Complex.I_re, mul_zero, add_zero, Complex.zero_re] using h
  · have h := congrArg Complex.im hg
    simpa only [Complex.im_sum, Complex.add_im, Complex.ofReal_im, Complex.im_ofReal_mul,
      Complex.I_im, mul_one, zero_add, Complex.zero_im] using h

/-- The averaged double commutator of an arbitrary spin operator, for Rashba strength `a`,
Dresselhaus strength `b` and at least three equally spaced momentum directions. -/
theorem relaxation_spin {N : ℕ} (hN : 3 ≤ N) (a b : ℝ) (x y z : ℂ) :
    relaxation N a b (spin x y z) =
      spin (2 * (a ^ 2 + b ^ 2) * x + 4 * a * b * y)
        (2 * (a ^ 2 + b ^ 2) * y + 4 * a * b * x) (4 * (a ^ 2 + b ^ 2) * z) := by
  obtain ⟨hc, hs⟩ := sum_second_harmonic hN
  have hN0 : (N : ℂ) ≠ 0 := Nat.cast_ne_zero.2 (by omega)
  unfold relaxation
  rw [sum_congr rfl (fun n _ => double_comm_field a b (angle N n) x y z),
    sum_add_distrib, sum_add_distrib, ← sum_smul, ← sum_smul, ← Complex.ofReal_sum,
    ← Complex.ofReal_sum, hc, hs, Complex.ofReal_zero, zero_smul, zero_smul, add_zero,
    add_zero, sum_const, card_range, ← Nat.cast_smul_eq_nsmul ℂ, smul_smul,
    inv_mul_cancel₀ hN0, one_smul]

/-- For a pure Rashba field and at least three equally spaced directions, the averaged double
commutator multiplies `σz` by `4a²`, and `σx` and `σy` by `2a²`. -/
theorem rashba_rates {N : ℕ} (hN : 3 ≤ N) (a : ℝ) :
    relaxation N a 0 σz = (4 * (a : ℂ) ^ 2) • σz ∧
      relaxation N a 0 σx = (2 * (a : ℂ) ^ 2) • σx ∧
      relaxation N a 0 σy = (2 * (a : ℂ) ^ 2) • σy := by
  have ez : σz = spin 0 0 1 := by simp [spin]
  have ex : σx = spin 1 0 0 := by simp [spin]
  have ey : σy = spin 0 1 0 := by simp [spin]
  refine ⟨?_, ?_, ?_⟩
  · rw [ez, relaxation_spin hN]
    simp only [spin, Complex.ofReal_zero]
    module
  · rw [ex, relaxation_spin hN]
    simp only [spin, Complex.ofReal_zero]
    module
  · rw [ey, relaxation_spin hN]
    simp only [spin, Complex.ofReal_zero]
    module

/-- With both couplings and at least three equally spaced directions, the averaged double
commutator multiplies `σx + σy` by `2(a+b)²` and `σx - σy` by `2(a-b)²`. -/
theorem rashba_dresselhaus_rates {N : ℕ} (hN : 3 ≤ N) (a b : ℝ) :
    relaxation N a b (σx + σy) = (2 * ((a : ℂ) + b) ^ 2) • (σx + σy) ∧
      relaxation N a b (σx - σy) = (2 * ((a : ℂ) - b) ^ 2) • (σx - σy) := by
  have ep : σx + σy = spin 1 1 0 := by simp [spin]
  have em : σx - σy = spin 1 (-1) 0 := by simp [spin, sub_eq_add_neg]
  constructor
  · rw [ep, relaxation_spin hN]
    simp only [spin]
    module
  · rw [em, relaxation_spin hN]
    simp only [spin]
    module

/-- With only the two opposite momentum directions `0` and `π`, the averaged double commutator of a
pure Rashba field sends `σy` to zero. -/
theorem two_directions (a : ℝ) : relaxation 2 a 0 σy = 0 := by
  have ey : σy = spin 0 1 0 := by simp [spin]
  have e0 : (0 : Matrix (Fin 2) (Fin 2) ℂ) = spin 0 0 0 := by simp [spin]
  unfold relaxation
  rw [sum_eq_zero, smul_zero]
  intro n _
  -- both fields point along the `y` axis
  have hs : Real.sin (angle 2 n) = 0 := by
    have h : angle 2 n = n * Real.pi := by
      unfold angle
      push_cast
      ring
    rw [h, Real.sin_nat_mul_pi]
  rw [ey, field, double_comm_spin, hs, e0]
  congr 1 <;> push_cast <;> ring

end

end DyakonovPerel
```

```lean
#print axioms DyakonovPerel.relaxation_spin
-- 'DyakonovPerel.relaxation_spin' depends on axioms: [propext, Classical.choice, Quot.sound]
#print axioms DyakonovPerel.rashba_rates
-- 'DyakonovPerel.rashba_rates' depends on axioms: [propext, Classical.choice, Quot.sound]
#print axioms DyakonovPerel.rashba_dresselhaus_rates
-- 'DyakonovPerel.rashba_dresselhaus_rates' depends on axioms: [propext, Classical.choice, Quot.sound]
#print axioms DyakonovPerel.two_directions
-- 'DyakonovPerel.two_directions' depends on axioms: [propext, Classical.choice, Quot.sound]
```

## From Pauli algebra to the harmonics

`comm_spin` is the cross-product rule. Its auxiliary statement `e` writes a spin operator as an explicit 2×2 matrix, and the two sides are then compared entry by entry. The off-diagonal entries need i² = −1, which `linear_combination` supplies through `Complex.I_sq`.

`double_comm_spin` applies that rule twice. The step `congr 1` reduces the equality of two spin operators to equalities of their three coefficients. In each of them the factor (2i)² is again resolved with `Complex.I_sq`, which yields the vector 4(|h|² v − (h·v) h).

`double_comm_field` inserts the spin-orbit field. The auxiliary statement `lin` merges the constant part and the two harmonic parts into a single spin operator, so that coefficients can be compared. The double-angle formulas are rewritten on the right-hand side, and each coefficient then agrees up to a multiple of sin² t + cos² t = 1. That identity is `h` in the code.

## From the geometric sum to the rates

`sum_second_harmonic` is the argument with w. Mathlib provides that exp(2πi/N) is a primitive N-th root of unity. If its square were 1, N would divide 2, which contradicts N ≥ 3; this is `h2`. The geometric sum `hg` follows from the product formula above, `ht` identifies each term with cos 2t_n + i sin 2t_n, and the two claims are the real and imaginary parts.

`relaxation_spin` replaces each term of the average by its decomposition and splits the sum into three. The two harmonic sums vanish by the previous lemma. The constant part is added N times, and the prefactor 1/N cancels this.

The two theorems on rates write the given matrix as a spin operator, for example σz as `spin 0 0 1`, and apply `relaxation_spin`. The tactic `module` then compares the coefficients of the Pauli matrices.

`two_directions` can't use the general formula, since that requires N ≥ 3. It shows instead that sin t_n = 0 for both angles, so that each field points along the y axis and each double commutator with σy is zero.
